# Zwanzig's formula and two-sided free energy bounds for finitely many states

To compare the free energies of two systems, such as an Ising model on a finite lattice before and after a change of its couplings, we model both as energy functions $E_0, E_1$ on one finite set of states. Free energy perturbation in Monte Carlo simulation estimates their difference through Zwanzig's formula. We prove this identity for classical systems of this finite kind, and then bound the free energy difference on both sides by mean energy differences.

## Finitely many states, each with a finite energy

The type `ι` labels the states $i$, and `E0 E1 : ι → ℝ` gives each a real energy in both systems. The inverse temperature, usually written $\beta = 1/k_BT$, is `b`. For $k=0,1$,

$$Z_k=\sum_i e^{-bE_k(i)},\quad \langle A\rangle_k=\frac1{Z_k}\sum_i A_i e^{-bE_k(i)},\quad \Delta F=-\frac1b\ln\frac{Z_1}{Z_0}.$$

```lean
import Mathlib

open Finset

namespace FreeEnergyPerturbation

noncomputable section

variable {ι : Type*} [Fintype ι]

/-- The canonical partition function: the sum of the Boltzmann factors `exp (-b E)`. -/
def partitionFunction (b : ℝ) (E : ι → ℝ) : ℝ :=
  ∑ i, Real.exp (-b * E i)

/-- The average of an observable `A` in the canonical ensemble of the energy `E`,
for a nonempty set of states. -/
def thermalMean (b : ℝ) (E A : ι → ℝ) : ℝ :=
  (∑ i, A i * Real.exp (-b * E i)) / partitionFunction b E

/-- The free energy of ensemble 1 minus that of ensemble 0, `-(1/b) log (Z1/Z0)`,
for `b ≠ 0` and a nonempty set of states. -/
def freeEnergyDiff (b : ℝ) (E0 E1 : ι → ℝ) : ℝ :=
  -(1 / b) * Real.log (partitionFunction b E1 / partitionFunction b E0)
```

Finiteness makes every sum converge, and both the derivation and the Lean proofs split and recombine sums freely. On infinitely many states of equal energy, $Z_0$ diverges. Continuous coordinates would need integrals and integrability conditions.

Real values exclude hard-core overlaps, and these can break the identity. Take two states with $E_0=(0,\infty)$ and $E_1=(0,0)$. Then $Z_1/Z_0=2$, but ensemble 0 only visits the first state, where $e^{-b(E_1-E_0)}=1$. The trouble is a state allowed in ensemble 1 and forbidden in ensemble 0.

## At least one state

`[Nonempty ι]` says that the system has a state to occupy. A nonempty sum of exponentials is positive, so division by $Z_0$ is legitimate.

```lean
/-- The partition function of a finite nonempty set of states is positive. -/
theorem partitionFunction_pos [Nonempty ι] (b : ℝ) (E : ι → ℝ) :
    0 < partitionFunction b E :=
  Finset.sum_pos (fun _ _ => Real.exp_pos _) Finset.univ_nonempty
```

Reweighting then gives Zwanzig's formula for every real $b$:

$$\frac{Z_1}{Z_0}=\frac1{Z_0}\sum_i e^{-b(E_1(i)-E_0(i))}e^{-bE_0(i)}=\left\langle e^{-b(E_1-E_0)}\right\rangle_0 .$$

In `zwanzig`, `h` is this recombination of exponentials, state by state. Without any state, $Z_0=Z_1=0$. Lean would read $0/0$ as $0$ and the equation would hold emptily, so the theorem also states $Z_0>0$.

```lean
/-- Zwanzig's formula: on a finite nonempty set of states `Z0` is positive, and `Z1/Z0` is the
average of `exp (-b (E1 - E0))` in ensemble 0. -/
theorem zwanzig [Nonempty ι] (b : ℝ) (E0 E1 : ι → ℝ) :
    0 < partitionFunction b E0 ∧
    partitionFunction b E1 / partitionFunction b E0 =
      thermalMean b E0 (fun i => Real.exp (-b * (E1 i - E0 i))) := by
  refine ⟨partitionFunction_pos b E0, ?_⟩
  -- reweighting turns each Boltzmann factor of `E0` into that of `E1`
  have h : ∑ i, Real.exp (-b * (E1 i - E0 i)) * Real.exp (-b * E0 i)
      = partitionFunction b E1 := by
    unfold partitionFunction
    refine Finset.sum_congr rfl fun i _ => ?_
    rw [← Real.exp_add]
    congr 1
    ring
  simp only [thermalMean]
  rw [h]
```

## A nonzero inverse temperature

The definition of $\Delta F$ divides by $b$, so infinite temperature, $b=0$, is excluded. For $b\ne0$, the definition inverts to $e^{-b\Delta F}=Z_1/Z_0$.

```lean
/-- For `b ≠ 0` and a nonempty set of states, the Boltzmann factor of the free energy
difference is the ratio of the partition functions. -/
theorem exp_freeEnergyDiff [Nonempty ι] {b : ℝ} (hb : b ≠ 0) (E0 E1 : ι → ℝ) :
    Real.exp (-b * freeEnergyDiff b E0 E1) =
      partitionFunction b E1 / partitionFunction b E0 := by
  have h : -b * freeEnergyDiff b E0 E1 =
      Real.log (partitionFunction b E1 / partitionFunction b E0) := by
    unfold freeEnergyDiff
    field_simp
  rw [h, Real.exp_log (div_pos (partitionFunction_pos b E1) (partitionFunction_pos b E0))]
```

Write $D_i=E_1(i)-E_0(i)$ and $m=\langle D\rangle_0$. This "energy gap" compares two energies of the same state, not two levels of one spectrum. Since $\langle D-m\rangle_0=0$,

$$\left\langle e^{-b(D-m)}-1+b(D-m)\right\rangle_0=e^{bm}\frac{Z_1}{Z_0}-1=e^{b(m-\Delta F)}-1 .$$

In `gap_identity`, `hm` records $\sum_i D_ie^{-bE_0(i)}=mZ_0$, `hs` evaluates the left side before division by $Z_0$, and `hR` rewrites the right side.

```lean
/-- For `b ≠ 0` and a nonempty set of states, the distance of the free energy difference from
the mean energy gap `m` in ensemble 0 is fixed by the fluctuations of the gap about `m`. -/
theorem gap_identity [Nonempty ι] {b : ℝ} (hb : b ≠ 0) (E0 E1 : ι → ℝ) :
    thermalMean b E0 (fun i =>
      Real.exp (-b * (E1 i - E0 i - thermalMean b E0 (fun i => E1 i - E0 i))) - 1
        + b * (E1 i - E0 i - thermalMean b E0 (fun i => E1 i - E0 i))) =
    Real.exp (b * (thermalMean b E0 (fun i => E1 i - E0 i) - freeEnergyDiff b E0 E1)) - 1 := by
  have hZ := partitionFunction_pos b E0
  have hm : ∑ i, (E1 i - E0 i) * Real.exp (-b * E0 i) =
      thermalMean b E0 (fun i => E1 i - E0 i) * partitionFunction b E0 := by
    unfold thermalMean
    exact (div_mul_cancel₀ _ hZ.ne').symm
  generalize thermalMean b E0 (fun i => E1 i - E0 i) = m at hm ⊢
  -- the linear term averages to zero, the exponential one gives `Z1`
  have hs : ∑ i, (Real.exp (-b * (E1 i - E0 i - m)) - 1 + b * (E1 i - E0 i - m))
        * Real.exp (-b * E0 i)
      = Real.exp (b * m) * partitionFunction b E1 - partitionFunction b E0 := by
    calc _ = ∑ i, (Real.exp (b * m) * Real.exp (-b * E1 i) - Real.exp (-b * E0 i)
            + b * ((E1 i - E0 i) * Real.exp (-b * E0 i))
            - b * m * Real.exp (-b * E0 i)) := by
          refine Finset.sum_congr rfl fun i _ => ?_
          have h : Real.exp (-b * (E1 i - E0 i - m)) * Real.exp (-b * E0 i)
              = Real.exp (b * m) * Real.exp (-b * E1 i) := by
            rw [← Real.exp_add, ← Real.exp_add]
            congr 1
            ring
          linear_combination h
      _ = Real.exp (b * m) * partitionFunction b E1 - partitionFunction b E0
            + b * (∑ i, (E1 i - E0 i) * Real.exp (-b * E0 i))
            - b * m * partitionFunction b E0 := by
          simp only [Finset.sum_add_distrib, Finset.sum_sub_distrib, ← Finset.mul_sum,
            partitionFunction]
      _ = _ := by rw [hm]; ring
  have hR : Real.exp (b * (m - freeEnergyDiff b E0 E1)) =
      Real.exp (b * m) * (partitionFunction b E1 / partitionFunction b E0) := by
    rw [← exp_freeEnergyDiff hb, ← Real.exp_add]
    congr 1
    ring
  rw [hR]
  simp only [thermalMean]
  rw [hs, sub_div, div_self hZ.ne', mul_div_assoc]
```

## A positive inverse temperature

The hypothesis `0 < b` means an ordinary positive temperature. Since $e^x\ge1+x$ with $x=-b(D_i-m)$, the averaged quantity is nonnegative in every state. Hence $e^{b(m-\Delta F)}\ge1$, so $b(m-\Delta F)\ge0$, and dividing by $b>0$ gives $\Delta F\le m$.

If $\Delta F=m$, the average vanishes. All weights are positive, so every term vanishes; $e^x=1+x$ only at $x=0$, so $D_i=m$ in every state. Conversely, if $D_i=c$ throughout, then $m=c$ and $Z_1=e^{-bc}Z_0$, so $\Delta F=c$.

In `gibbs_bogoliubov`, `hp` is the statewise inequality and `hn` its average. `Real.add_one_lt_exp` settles the forward equality case; the converse puts $D_i=m$ into the gap identity. This is the classical inequality: in quantum terms, both Hamiltonians are diagonal in the same basis.

```lean
/-- Gibbs-Bogoliubov inequality: for `b > 0` and a nonempty set of states, the free energy
difference is at most the mean energy gap in ensemble 0, with equality exactly when the two
energies differ by a constant. -/
theorem gibbs_bogoliubov [Nonempty ι] {b : ℝ} (hb : 0 < b) (E0 E1 : ι → ℝ) :
    freeEnergyDiff b E0 E1 ≤ thermalMean b E0 (fun i => E1 i - E0 i) ∧
    (freeEnergyDiff b E0 E1 = thermalMean b E0 (fun i => E1 i - E0 i) ↔
      ∃ c, ∀ i, E1 i = E0 i + c) := by
  have hZ := partitionFunction_pos b E0
  have hg := gap_identity hb.ne' E0 E1
  have hc : ∀ c, (∀ i, E1 i = E0 i + c) →
      thermalMean b E0 (fun i => E1 i - E0 i) = c := by
    intro c h
    have h' : (fun i => E1 i - E0 i) = fun _ => c := funext fun i => by rw [h i]; ring
    rw [h']
    simp only [thermalMean, ← Finset.mul_sum]
    exact mul_div_cancel_right₀ c hZ.ne'
  generalize thermalMean b E0 (fun i => E1 i - E0 i) = m at hg hc ⊢
  -- each state contributes a nonnegative amount, since `x + 1 ≤ exp x`
  have hp : ∀ i, 0 ≤ (Real.exp (-b * (E1 i - E0 i - m)) - 1 + b * (E1 i - E0 i - m))
      * Real.exp (-b * E0 i) := fun i =>
    mul_nonneg (by linarith [Real.add_one_le_exp (-b * (E1 i - E0 i - m))])
      (Real.exp_pos _).le
  simp only [thermalMean] at hg
  have hn : 0 ≤ Real.exp (b * (m - freeEnergyDiff b E0 E1)) - 1 := by
    rw [← hg]
    exact div_nonneg (Finset.sum_nonneg fun i _ => hp i) hZ.le
  refine ⟨?_, ?_, ?_⟩
  · by_contra h
    have h1 := Real.exp_lt_one_iff.2 (mul_neg_of_pos_of_neg hb (sub_neg.2 (not_le.1 h)))
    linarith
  · -- equality forces every contribution to vanish
    intro h
    rw [h, sub_self, mul_zero, Real.exp_zero, sub_self, div_eq_zero_iff] at hg
    have hs := hg.resolve_right hZ.ne'
    refine ⟨m, fun i => ?_⟩
    have hi := (Finset.sum_eq_zero_iff_of_nonneg (fun i _ => hp i)).1 hs i (Finset.mem_univ i)
    have h1 := (mul_eq_zero.1 hi).resolve_right (Real.exp_pos _).ne'
    by_contra hne
    have hx : -b * (E1 i - E0 i - m) ≠ 0 :=
      mul_ne_zero (neg_ne_zero.2 hb.ne') (fun h0 => hne (by linarith))
    linarith [Real.add_one_lt_exp hx]
  · rintro ⟨c, h⟩
    have hmc := hc c h
    have h0 : ∀ i, E1 i - E0 i - m = 0 := fun i => by rw [h i, hmc]; ring
    simp only [h0, mul_zero, Real.exp_zero, sub_self, add_zero, zero_mul,
      Finset.sum_const_zero, zero_div] at hg
    have he : Real.exp (b * (m - freeEnergyDiff b E0 E1)) = 1 := by linarith
    have h2 := (mul_eq_zero.1 ((Real.exp_eq_one_iff _).1 he)).resolve_left hb.ne'
    linarith
```

Exchanging the ensembles turns $\Delta F$ into $-\Delta F$ and $D$ into $-D$.

```lean
/-- Exchanging the two ensembles reverses the sign of the free energy difference. -/
theorem freeEnergyDiff_swap (b : ℝ) (E0 E1 : ι → ℝ) :
    freeEnergyDiff b E1 E0 = -freeEnergyDiff b E0 E1 := by
  unfold freeEnergyDiff
  rw [← inv_div (partitionFunction b E1) (partitionFunction b E0), Real.log_inv]
  ring

/-- Reversing the energy gap reverses the sign of its thermal mean. -/
theorem thermalMean_gap_swap (b : ℝ) (E E0 E1 : ι → ℝ) :
    thermalMean b E (fun i => E0 i - E1 i) = -thermalMean b E (fun i => E1 i - E0 i) := by
  simp only [thermalMean]
  rw [← neg_div, ← Finset.sum_neg_distrib]
  congr 1
  refine Finset.sum_congr rfl fun i _ => ?_
  ring
```

The upper bound for the exchanged pair reads $-\Delta F\le-\langle D\rangle_1$, so

$$\langle E_1-E_0\rangle_1\le\Delta F\le\langle E_1-E_0\rangle_0 .$$

`free_energy_bounds` makes this exchange, and `lower_bound_eq_iff` carries the equality case over, with the constant $c$ replaced by $-c$.

```lean
/-- For `b > 0` and a finite nonempty set of states, the free energy difference lies between
the mean energy gap `E1 - E0` in ensemble 1 and the mean of the same gap in ensemble 0. -/
theorem free_energy_bounds [Nonempty ι] {b : ℝ} (hb : 0 < b) (E0 E1 : ι → ℝ) :
    thermalMean b E1 (fun i => E1 i - E0 i) ≤ freeEnergyDiff b E0 E1 ∧
    freeEnergyDiff b E0 E1 ≤ thermalMean b E0 (fun i => E1 i - E0 i) := by
  refine ⟨?_, (gibbs_bogoliubov hb E0 E1).1⟩
  -- the lower bound is the upper bound with the ensembles exchanged
  have h := (gibbs_bogoliubov hb E1 E0).1
  rw [freeEnergyDiff_swap, thermalMean_gap_swap] at h
  linarith

/-- For `b > 0` and a nonempty set of states, the lower bound from ensemble 1 is attained
exactly when the two energies differ by a constant. -/
theorem lower_bound_eq_iff [Nonempty ι] {b : ℝ} (hb : 0 < b) (E0 E1 : ι → ℝ) :
    thermalMean b E1 (fun i => E1 i - E0 i) = freeEnergyDiff b E0 E1 ↔
      ∃ c, ∀ i, E1 i = E0 i + c := by
  have h := (gibbs_bogoliubov hb E1 E0).2
  rw [freeEnergyDiff_swap, thermalMean_gap_swap, neg_inj] at h
  constructor
  · intro he
    obtain ⟨c, hc⟩ := h.1 he.symm
    exact ⟨-c, fun i => by linarith [hc i]⟩
  · rintro ⟨c, hc⟩
    exact (h.2 ⟨-c, fun i => by linarith [hc i]⟩).symm

end

end FreeEnergyPerturbation
```

```lean
#print axioms FreeEnergyPerturbation.zwanzig
-- 'FreeEnergyPerturbation.zwanzig' depends on axioms: [propext, Classical.choice, Quot.sound]
#print axioms FreeEnergyPerturbation.free_energy_bounds
-- 'FreeEnergyPerturbation.free_energy_bounds' depends on axioms: [propext, Classical.choice, Quot.sound]
#print axioms FreeEnergyPerturbation.lower_bound_eq_iff
-- 'FreeEnergyPerturbation.lower_bound_eq_iff' depends on axioms: [propext, Classical.choice, Quot.sound]
```

With $b\neq0$ alone the bounds can fail. Take two states with $E_0=(0,0)$ and $E_1=(0,1)$. At $b=1$ the chain reads $0.269\le0.380\le0.5$. At $b=-1$ the same three quantities are $0.731$, $0.620$ and $0.5$, and both inequalities are reversed.

The theorems concern exact ensemble averages, whereas a Monte Carlo run supplies estimates with statistical error. Suppose that, at $b>0$, the same samples of ensemble 0 give both the mean of $E_1-E_0$ and, through Zwanzig's formula, $\Delta F$. These two estimates obey the upper bound however poor the sampling is, because $e^x\ge1+x$ holds for each sample. The lower bound takes samples of ensemble 1, and the estimates can violate it.
